# For rigidly translated states, the derivative coupling is −i times the momentum matrix element (ħ = 1)

When two fixed states φ and χ are carried along by the same translation U(s) = exp(−isP), the coupling of U(s)φ to the s-derivative of U(s)χ is −i⟨φ, Pχ⟩, whatever the displacement s. The model is finite-dimensional: P is any Hermitian complex matrix, standing for the momentum, and φ and χ are any complex vectors. They need not be normalised; for nonzero vectors, the coupling between the normalised states is this value divided by ‖φ‖‖χ‖. The attempt differentiates U(s)χ to get −iU(s)Pχ, takes the factor −i out of the inner product, and then uses the unitarity of U(s) to remove it from both sides.

An attempt in Lean 4 with a fault in it:

```lean
import Mathlib

open Matrix
open Complex (I)

namespace TranslationalCoupling

noncomputable section

variable {n : Type*} [Fintype n] [DecidableEq n]

/-- The rigid translation `U(s) = exp(-isP)` generated by the momentum matrix `P`. -/
def translation (P : Matrix n n ℂ) (s : ℝ) : Matrix n n ℂ :=
  NormedSpace.exp (s • ((-I) • P))

/-- The derivative coupling `⟨U φ, (U χ)'⟩` between two translated states at displacement `s`. -/
def derivativeCoupling (P : Matrix n n ℂ) (φ χ : n → ℂ) (s : ℝ) : ℂ :=
  star (translation P s *ᵥ φ) ⬝ᵥ deriv (fun t : ℝ => translation P t *ᵥ χ) s

/-- The adjoint of a translation by `s` is the translation by `-s`. -/
theorem translation_conjTranspose {P : Matrix n n ℂ} (hP : P.IsHermitian) (s : ℝ) :
    (translation P s)ᴴ = translation P (-s) := by
  unfold translation
  rw [← Matrix.exp_conjTranspose]
  congr 1
  simp [Matrix.conjTranspose_smul, hP.eq]

/-- Translations are unitary. -/
theorem translation_unitary {P : Matrix n n ℂ} (hP : P.IsHermitian) (s : ℝ) :
    (translation P s)ᴴ * translation P s = 1 := by
  rw [translation_conjTranspose hP]
  unfold translation
  rw [← Matrix.exp_add_of_commute _ _
    (((Commute.refl ((-I) • P)).smul_left (-s)).smul_right s), ← add_smul]
  simp

omit [DecidableEq n] in
/-- A matrix `A` with `A* A = 1` preserves inner products. -/
theorem inner_preserved [DecidableEq n] {A : Matrix n n ℂ} (hA : Aᴴ * A = 1) (v w : n → ℂ) :
    star (A *ᵥ v) ⬝ᵥ (A *ᵥ w) = star v ⬝ᵥ w := by
  rw [Matrix.star_mulVec, ← Matrix.dotProduct_mulVec, Matrix.mulVec_mulVec, hA,
    Matrix.one_mulVec]

attribute [local instance] Matrix.linftyOpNormedRing Matrix.linftyOpNormedAlgebra

/-- The translation obeys `U'(s) = -i U(s) P`. -/
theorem hasDerivAt_translation (P : Matrix n n ℂ) (s : ℝ) :
    HasDerivAt (translation P) ((-I) • (translation P s * P)) s := by
  have : CompleteSpace (Matrix n n ℂ) := FiniteDimensional.complete ℝ _
  have h := hasDerivAt_exp_smul_const ((-I) • P) s
  have e : (-I) • (translation P s * P) = translation P s * ((-I) • P) :=
    (Matrix.mul_smul _ _ _).symm
  rw [e]
  exact h

/-- The derivative coupling along a rigid translation is `-i⟨φ, P χ⟩` at every displacement. -/
theorem derivativeCoupling_eq {P : Matrix n n ℂ} (hP : P.IsHermitian) (φ χ : n → ℂ) (s : ℝ) :
    derivativeCoupling P φ χ s = -I * (star φ ⬝ᵥ P *ᵥ χ) := by
  -- applying a matrix to a fixed vector is linear, hence passes through the derivative
  let L : Matrix n n ℂ →ₗ[ℝ] (n → ℂ) :=
    { toFun := fun M => M *ᵥ χ
      map_add' := fun A B => Matrix.add_mulVec A B χ
      map_smul' := fun c A => Matrix.smul_mulVec c A χ }
  have h : HasDerivAt (fun t : ℝ => translation P t *ᵥ χ)
      (((-I) • (translation P s * P)) *ᵥ χ) s :=
    (LinearMap.toContinuousLinearMap L).hasFDerivAt.comp_hasDerivAt s
      (hasDerivAt_translation P s)
  rw [derivativeCoupling, h.deriv, Matrix.smul_mulVec, dotProduct_smul,
    ← Matrix.mulVec_mulVec, inner_preserved (translation_unitary hP), smul_eq_mul]

end

end TranslationalCoupling
```

The error:

```
Main.lean:69:44: error: Application type mismatch: The argument
  translation_unitary hP
has type
  ∀ (s : ℝ), (translation P s)ᴴ * translation P s = 1
but is expected to have type
  ?m.209ᴴ * ?m.209 = 1
in the application
  inner_preserved (translation_unitary hP)
Main.lean:58:60: error: unsolved goals
n : Type u_1
inst✝¹ : Fintype n
inst✝ : DecidableEq n
P : Matrix n n ℂ
hP : P.IsHermitian
φ χ : n → ℂ
s : ℝ
L : Matrix n n ℂ →ₗ[ℝ] n → ℂ := { toFun := fun M => M *ᵥ χ, map_add' := ⋯, map_smul' := ⋯ }
h : HasDerivAt (fun t => translation P t *ᵥ χ) ((-I • (translation P s * P)) *ᵥ χ) s
⊢ -I • (star (translation P s *ᵥ φ) ⬝ᵥ translation P s *ᵥ P *ᵥ χ) = -I * star φ ⬝ᵥ P *ᵥ χ
```

Diagnosis. The first message concerns a missing argument. `inner_preserved` needs a proof of `Aᴴ * A = 1` for one matrix `A`, shown as `?m.209` because Lean has yet to determine it. But `translation_unitary` takes the displacement as an explicit argument after `hP`, so `translation_unitary hP` is still a statement about every `s`, not an equation for one matrix. Lean does not fill in an explicit argument that has been left off, and the types do not match.

The second message follows from the first. The rewriting stopped there, and the goal it shows is the one left by the earlier steps, with `translation P s` still on both sides of the inner product.

The diff's only change is to write `translation_unitary hP s`. This fixes `A` as `translation P s`, so `inner_preserved` can remove it from both sides. `smul_eq_mul` then turns the scalar action of `-I` into multiplication, and the two sides agree.

This version goes through:

```diff
@@ -67,5 +67,5 @@
       (hasDerivAt_translation P s)
   rw [derivativeCoupling, h.deriv, Matrix.smul_mulVec, dotProduct_smul,
-    ← Matrix.mulVec_mulVec, inner_preserved (translation_unitary hP), smul_eq_mul]
+    ← Matrix.mulVec_mulVec, inner_preserved (translation_unitary hP s), smul_eq_mul]
 
 end
```
